# Unrestricted Hartree-Fock overestimates the half-filled Hubbard dimer's bond order for 2t < U < 4t/√3 and underestimates it for U > 4t/√3

Take the Hubbard dimer with two electrons, hopping t > 0 and on-site repulsion U > 2t, and define the bond order as -1/2 times the t-derivative of the energy. Unrestricted Hartree-Fock then gives a larger bond order than the exact ground state if and only if U < 4t/√3; the two agree at U = 4t/√3, and above it the Hartree-Fock value is the smaller one.

In Lean 4 with Mathlib:

```lean
import Mathlib

open Topology

namespace HubbardDimerBondOrder

noncomputable section

/-- The Hubbard Hamiltonian of the dimer acting on the amplitude `ψ i j` for the up electron
on site `i` and the down electron on site `j`: hopping `-t` and on-site repulsion `U`. -/
def hamiltonian (t U : ℝ) (ψ : Fin 2 → Fin 2 → ℝ) : Fin 2 → Fin 2 → ℝ :=
  fun i j => -t * (ψ (1 - i) j + ψ i (1 - j)) + if i = j then U * ψ i j else 0

/-- The expectation value of the Hamiltonian in the real state `ψ`, taken without
dividing by the norm. -/
def energy (t U : ℝ) (ψ : Fin 2 → Fin 2 → ℝ) : ℝ :=
  ∑ i, ∑ j, ψ i j * hamiltonian t U ψ i j

/-- The exact energy: the infimum of the expectation value over all normalised real states. -/
def exactEnergy (t U : ℝ) : ℝ :=
  sInf {E | ∃ ψ : Fin 2 → Fin 2 → ℝ, ∑ i, ∑ j, ψ i j ^ 2 = 1 ∧ E = energy t U ψ}

/-- The unrestricted Hartree-Fock energy: the infimum over products of a normalised real
up orbital `u` and a normalised real down orbital `v`. -/
def uhfEnergy (t U : ℝ) : ℝ :=
  sInf {E | ∃ u v : Fin 2 → ℝ, ∑ i, u i ^ 2 = 1 ∧ ∑ i, v i ^ 2 = 1 ∧
    E = energy t U (fun i j => u i * v j)}

/-- The bond order: `-1/2` times the derivative of the energy with respect to the hopping,
for an energy differentiable at `t`. -/
def bondOrder (E : ℝ → ℝ) (t : ℝ) : ℝ := -(1 / 2) * deriv E t

/-- The expectation value consists of a repulsion term from doubly occupied sites and a
hopping term that couples ionic to covalent amplitudes. -/
theorem energy_eq (t U : ℝ) (ψ : Fin 2 → Fin 2 → ℝ) :
    energy t U ψ = U * (ψ 0 0 ^ 2 + ψ 1 1 ^ 2)
      - 2 * t * (ψ 0 0 + ψ 1 1) * (ψ 0 1 + ψ 1 0) := by
  simp [energy, hamiltonian, Fin.sum_univ_two]
  ring

/-- For `U > 0` the exact energy is `(U - √(U² + 16t²))/2`. -/
theorem exactEnergy_eq {U : ℝ} (t : ℝ) (hU : 0 < U) :
    exactEnergy t U = (U - √(U ^ 2 + 16 * t ^ 2)) / 2 := by
  have hR2 : √(U ^ 2 + 16 * t ^ 2) ^ 2 = U ^ 2 + 16 * t ^ 2 := Real.sq_sqrt (by positivity)
  obtain ⟨A, hA⟩ : ∃ A, A = (U + √(U ^ 2 + 16 * t ^ 2)) / 2 := ⟨_, rfl⟩
  have hApos : 0 < A := by rw [hA]; positivity
  have hAA : A ^ 2 = U * A + 4 * t ^ 2 := by rw [hA]; linear_combination hR2 / 4
  have hE : (U - √(U ^ 2 + 16 * t ^ 2)) / 2 = U - A := by rw [hA]; ring
  rw [hE]
  unfold exactEnergy
  refine IsLeast.csInf_eq ⟨?_, ?_⟩
  · -- the minimiser mixes ionic and covalent amplitudes in the ratio 2t : A
    have hD : 0 < 2 * (4 * t ^ 2 + A ^ 2) := by positivity
    obtain ⟨k, hk⟩ : ∃ k : ℝ, k ^ 2 * (2 * (4 * t ^ 2 + A ^ 2)) = 1 :=
      ⟨(√(2 * (4 * t ^ 2 + A ^ 2)))⁻¹, by
        rw [inv_pow, Real.sq_sqrt hD.le]; exact inv_mul_cancel₀ hD.ne'⟩
    refine ⟨![![2 * t * k, A * k], ![A * k, 2 * t * k]], ?_, ?_⟩
    · simp only [Fin.sum_univ_two]
      change (2 * t * k) ^ 2 + (A * k) ^ 2 + ((A * k) ^ 2 + (2 * t * k) ^ 2) = 1
      linear_combination hk
    · rw [energy_eq]
      change U - A = U * ((2 * t * k) ^ 2 + (2 * t * k) ^ 2)
        - 2 * t * (2 * t * k + 2 * t * k) * (A * k + A * k)
      linear_combination (-(U - A)) * hk - 2 * k ^ 2 * A * hAA
  · -- the energy above the minimum is a sum of squares
    rintro E ⟨ψ, hψ, rfl⟩
    simp only [Fin.sum_univ_two] at hψ
    have h : A * (energy t U ψ - (U - A)) =
        (A * (ψ 0 0 + ψ 1 1) - 2 * t * (ψ 0 1 + ψ 1 0)) ^ 2 / 2
        + A ^ 2 * (ψ 0 0 - ψ 1 1) ^ 2 / 2 + 2 * t ^ 2 * (ψ 0 1 - ψ 1 0) ^ 2 := by
      rw [energy_eq]
      linear_combination A * (U - A) * hψ + (ψ 0 1 ^ 2 + ψ 1 0 ^ 2) * hAA
    have h0 : 0 ≤ A * (energy t U ψ - (U - A)) := by rw [h]; positivity
    linarith [(mul_nonneg_iff_of_pos_left hApos).mp h0]

/-- For `U > 0` and `|2t| ≤ U` the unrestricted Hartree-Fock energy is `-2t²/U`. -/
theorem uhfEnergy_eq {t U : ℝ} (hU : 0 < U) (htU : |2 * t| ≤ U) :
    uhfEnergy t U = -2 * t ^ 2 / U := by
  obtain ⟨hl, hr⟩ := abs_le.mp htU
  unfold uhfEnergy
  refine IsLeast.csInf_eq ⟨?_, ?_⟩
  · -- the minimiser: two mirror-image orbitals with overlap density t/U
    have h1 : -1 ≤ 2 * t / U := by rw [le_div_iff₀ hU]; linarith
    have h2 : 2 * t / U ≤ 1 := by rw [div_le_iff₀ hU]; linarith
    have hp : √(1 + 2 * t / U) ^ 2 = 1 + 2 * t / U := Real.sq_sqrt (by linarith)
    have hq : √(1 - 2 * t / U) ^ 2 = 1 - 2 * t / U := Real.sq_sqrt (by linarith)
    obtain ⟨a, b, hab, hm'⟩ : ∃ a b : ℝ, a ^ 2 + b ^ 2 = 1 ∧ a * b = t / U :=
      ⟨(√(1 + 2 * t / U) + √(1 - 2 * t / U)) / 2, (√(1 + 2 * t / U) - √(1 - 2 * t / U)) / 2,
        by linear_combination (hp + hq) / 2, by linear_combination (hp - hq) / 4⟩
    have hm : U * (a * b) = t := by rw [hm']; field_simp
    refine ⟨![a, b], ![b, a], ?_, ?_, ?_⟩
    · rw [Fin.sum_univ_two]
      exact hab
    · rw [Fin.sum_univ_two]
      change b ^ 2 + a ^ 2 = 1
      linarith
    · rw [energy_eq]
      change -2 * t ^ 2 / U = U * ((a * b) ^ 2 + (b * a) ^ 2)
        - 2 * t * (a * b + b * a) * (a * a + b * b)
      rw [div_eq_iff hU.ne']
      linear_combination (-2 * (U * (a * b) - t)) * hm + 4 * t * U * (a * b) * hab
  · rintro E ⟨u, v, hu, hv, rfl⟩
    simp only [Fin.sum_univ_two] at hu hv
    have h1 : energy t U (fun i j => u i * v j) =
        U * ((u 0 * v 0) ^ 2 + (u 1 * v 1) ^ 2) - 2 * t * (u 0 * u 1 + v 0 * v 1) := by
      simp only [energy_eq]
      linear_combination (-2 * t * (v 0 * v 1)) * hu - 2 * t * (u 0 * u 1) * hv
    have hu1 : u 1 ^ 2 = 1 - u 0 ^ 2 := by linarith
    have hv1 : v 1 ^ 2 = 1 - v 0 ^ 2 := by linarith
    -- the double occupancy as a sum of squares
    have h2 : (u 0 * v 0) ^ 2 + (u 1 * v 1) ^ 2 =
        (u 0 ^ 2 + v 0 ^ 2 - 1) ^ 2 + (u 0 * u 1) ^ 2 + (v 0 * v 1) ^ 2 := by
      simp only [mul_pow, hu1, hv1]
      ring
    rw [h1, h2, div_le_iff₀ hU]
    nlinarith [sq_nonneg (U * (u 0 ^ 2 + v 0 ^ 2 - 1)), sq_nonneg (U * (u 0 * u 1) - t),
      sq_nonneg (U * (v 0 * v 1) - t)]

/-- For `U > 0` the exact energy has the hopping derivative `-8t/√(U² + 16t²)`. -/
theorem hasDerivAt_exactEnergy {U : ℝ} (t : ℝ) (hU : 0 < U) :
    HasDerivAt (fun s => exactEnergy s U) (-8 * t / √(U ^ 2 + 16 * t ^ 2)) t := by
  have hsq : HasDerivAt (fun s : ℝ => s ^ 2) (2 * t) t := by simpa using hasDerivAt_pow 2 t
  have hin : HasDerivAt (fun s : ℝ => U ^ 2 + 16 * s ^ 2) (16 * (2 * t)) t :=
    (hsq.const_mul 16).const_add (U ^ 2)
  have hne : U ^ 2 + 16 * t ^ 2 ≠ 0 := by positivity
  have hfun : (fun s => exactEnergy s U) = fun s => (U - √(U ^ 2 + 16 * s ^ 2)) / 2 :=
    funext fun s => exactEnergy_eq s hU
  rw [hfun]
  exact (((hin.sqrt hne).const_sub U).div_const 2).congr_deriv (by ring)

/-- For `U > 0` and `|2t| < U` the unrestricted Hartree-Fock energy has the hopping
derivative `-4t/U`. -/
theorem hasDerivAt_uhfEnergy {t U : ℝ} (hU : 0 < U) (htU : |2 * t| < U) :
    HasDerivAt (fun s => uhfEnergy s U) (-4 * t / U) t := by
  have hsq : HasDerivAt (fun s : ℝ => s ^ 2) (2 * t) t := by simpa using hasDerivAt_pow 2 t
  have hd : HasDerivAt (fun s : ℝ => -2 * s ^ 2 / U) (-4 * t / U) t :=
    ((hsq.const_mul (-2)).div_const U).congr_deriv (by ring)
  -- the closed formula holds for all hoppings near t
  have hnhds : {s : ℝ | |2 * s| < U} ∈ 𝓝 t :=
    (isOpen_lt (by fun_prop) (by fun_prop)).mem_nhds htU
  refine hd.congr_of_eventuallyEq ?_
  filter_upwards [hnhds] with s hs
  exact uhfEnergy_eq hU (le_of_lt hs)

/-- For `t > 0` and `U > 2t` the Hartree-Fock error of the bond order is a positive multiple
of `4t/√3 - U`. -/
theorem bondOrder_error {t U : ℝ} (ht : 0 < t) (hU : 2 * t < U) :
    ∃ K : ℝ, 0 < K ∧ bondOrder (fun s => uhfEnergy s U) t
      - bondOrder (fun s => exactEnergy s U) t = K * (4 * t / √3 - U) := by
  have hU0 : 0 < U := by linarith
  unfold bondOrder
  rw [(hasDerivAt_uhfEnergy hU0 (abs_lt.mpr ⟨by linarith, hU⟩)).deriv,
    (hasDerivAt_exactEnergy t hU0).deriv]
  have hR2 : √(U ^ 2 + 16 * t ^ 2) ^ 2 = U ^ 2 + 16 * t ^ 2 := Real.sq_sqrt (by positivity)
  have hR : 0 < √(U ^ 2 + 16 * t ^ 2) := by positivity
  have hx2 : 3 * (4 * t / √3) ^ 2 = 16 * t ^ 2 := by
    rw [div_pow, Real.sq_sqrt (by norm_num)]
    ring
  have hx : 0 < 4 * t / √3 := by positivity
  generalize √(U ^ 2 + 16 * t ^ 2) = R at *
  generalize 4 * t / √3 = x at *
  refine ⟨6 * t * (x + U) / (U * R * (R + 2 * U)), by positivity, ?_⟩
  have h : 2 * t / U - 4 * t / R = 6 * t * (x + U) / (U * R * (R + 2 * U)) * (x - U) := by
    rw [div_sub_div _ _ hU0.ne' hR.ne', div_mul_eq_mul_div,
      div_eq_div_iff (by positivity) (by positivity)]
    linear_combination 2 * t * U * R * (hR2 - hx2)
  rw [← h]
  ring

/-- For `t > 0` and `U > 2t`, unrestricted Hartree-Fock gives a larger bond order than the
exact ground state if and only if `U < 4t/√3`. -/
theorem exact_lt_uhf_bondOrder_iff {t U : ℝ} (ht : 0 < t) (hU : 2 * t < U) :
    bondOrder (fun s => exactEnergy s U) t < bondOrder (fun s => uhfEnergy s U) t
      ↔ U < 4 * t / √3 := by
  obtain ⟨K, hK, h⟩ := bondOrder_error ht hU
  constructor
  · intro e
    have h1 : 0 < K * (4 * t / √3 - U) := by linarith
    linarith [(mul_pos_iff_of_pos_left hK).mp h1]
  · intro e
    have h1 := mul_pos hK (sub_pos.mpr e)
    linarith

/-- For `t > 0` and `U > 2t`, the two bond orders agree exactly at `U = 4t/√3`, and
Hartree-Fock gives the smaller one exactly when `U > 4t/√3`. -/
theorem bondOrder_error_sign_change {t U : ℝ} (ht : 0 < t) (hU : 2 * t < U) :
    (bondOrder (fun s => uhfEnergy s U) t = bondOrder (fun s => exactEnergy s U) t
      ↔ U = 4 * t / √3) ∧
    (bondOrder (fun s => uhfEnergy s U) t < bondOrder (fun s => exactEnergy s U) t
      ↔ 4 * t / √3 < U) := by
  obtain ⟨K, hK, h⟩ := bondOrder_error ht hU
  refine ⟨⟨fun e => ?_, fun e => ?_⟩, ⟨fun e => ?_, fun e => ?_⟩⟩
  · have h1 : K * (4 * t / √3 - U) = 0 := by linarith
    rcases mul_eq_zero.mp h1 with h0 | h0
    · exact absurd h0 hK.ne'
    · linarith
  · rw [← e, sub_self, mul_zero] at h
    linarith
  · have h1 : 0 < K * (U - 4 * t / √3) := by linarith
    linarith [(mul_pos_iff_of_pos_left hK).mp h1]
  · have h1 := mul_pos hK (sub_pos.mpr e)
    linarith

/-- For `t > 0` the crossing point `4t/√3` lies above `2t`. -/
theorem crossing_above_threshold {t : ℝ} (ht : 0 < t) : 2 * t < 4 * t / √3 := by
  have h3 : √3 < 2 := by
    rw [Real.sqrt_lt' (by norm_num)]
    norm_num
  rw [lt_div_iff₀ (by positivity)]
  nlinarith [mul_pos ht (sub_pos.mpr h3)]

end

end HubbardDimerBondOrder
```

```lean
#print axioms HubbardDimerBondOrder.exact_lt_uhf_bondOrder_iff
#print axioms HubbardDimerBondOrder.bondOrder_error_sign_change
#print axioms HubbardDimerBondOrder.crossing_above_threshold
```

```
'HubbardDimerBondOrder.exact_lt_uhf_bondOrder_iff' depends on axioms: [propext, Classical.choice, Quot.sound]
'HubbardDimerBondOrder.bondOrder_error_sign_change' depends on axioms: [propext, Classical.choice, Quot.sound]
'HubbardDimerBondOrder.crossing_above_threshold' depends on axioms: [propext, Classical.choice, Quot.sound]
```

## Two electrons on two sites

The sites are numbered 0 and 1. A state with one up and one down electron is a table of four real amplitudes, `ψ i j`, with the up electron on site i and the down electron on site j. The amplitudes ψ00 and ψ11 are ionic (both electrons on one site), and ψ01 and ψ10 are covalent. In `hamiltonian`, the index `1 - i` is the other site, so each electron hops with amplitude -t, and U acts only when i = j.

The function `energy` is the sum of ψ·Hψ without division by the norm. Normalisation enters in the two minimisations:

- `exactEnergy` is the infimum over all normalised ψ.
- `uhfEnergy` is the infimum over products `u i * v j` of a normalised up orbital u and a normalised down orbital v. The two orbitals may differ, which is what "unrestricted" means here.

Real amplitudes suffice for the physics. The Hamiltonian is real and symmetric, and for t > 0 replacing complex orbital coefficients by their moduli never raises the energy of a product state.

`bondOrder` takes the energy as a function of the hopping at fixed U. For a Hamiltonian with hopping term -t, this derivative measures the off-diagonal element of the one-particle density matrix between the sites, summed over spin. The file uses the derivative as its definition.

The equivalence is `exact_lt_uhf_bondOrder_iff`. The equality case and the reversed order are the two halves of `bondOrder_error_sign_change`, and `crossing_above_threshold` places the crossing inside the region U > 2t. The model has two sites, one orbital per site and no repulsion between sites; the theorems say nothing about longer chains or other fillings.

## The exact minimum

Each ionic amplitude is coupled to both covalent ones, and each product occurs twice in the sum. Hence, as `energy_eq` states,

E(ψ) = U(ψ00² + ψ11²) - 2t(ψ00 + ψ11)(ψ01 + ψ10).

Let U > 0, R = √(U² + 16t²) and A = (U + R)/2. Then A > 0, A² = UA + 4t², and U - A = (U - R)/2. For normalised ψ, subtracting (U - A) times the norm gives

A[E(ψ) - (U - A)] = A²(ψ00² + ψ11²) + 4t²(ψ01² + ψ10²) - 2tA(ψ00 + ψ11)(ψ01 + ψ10),

where A(A - U) = 4t² was used. The right-hand side is a sum of squares:

½[A(ψ00 + ψ11) - 2t(ψ01 + ψ10)]² + ½A²(ψ00 - ψ11)² + 2t²(ψ01 - ψ10)².

So E(ψ) ≥ (U - R)/2. All squares vanish for ψ00 = ψ11 = 2tk and ψ01 = ψ10 = Ak, with k = 1/√(2(4t² + A²)) for normalisation.

The proof of `exactEnergy_eq` has the same two halves. `IsLeast.csInf_eq` reduces the infimum to a value that is attained and is a lower bound. The first half supplies this minimiser; the second proves the sum-of-squares identity with `linear_combination`, using the norm condition and the equation for A² (`hAA`), and then divides by A > 0.

## The broken-symmetry minimum

For ψij = ui vj with normalised orbitals, the hopping product simplifies:

(u0v0 + u1v1)(u0v1 + u1v0) = u0u1 + v0v1.

Write x = u0u1, y = v0v1, p = u0² and q = v0². The double occupancy is

(u0v0)² + (u1v1)² = pq + (1 - p)(1 - q) = (p + q - 1)² + x² + y²,

because x² = p(1 - p) and y² = q(1 - q). Multiplying the energy by U and completing squares gives

U·E + 2t² = U²(p + q - 1)² + (Ux - t)² + (Uy - t)² ≥ 0.

Therefore E ≥ -2t²/U. Equality needs p + q = 1 and x = y = t/U. A normalised orbital has |x| ≤ 1/2, so this is possible only for |2t| ≤ U. In that range one takes u = (a, b) and v = (b, a) with

a = [√(1 + 2t/U) + √(1 - 2t/U)]/2,
b = [√(1 + 2t/U) - √(1 - 2t/U)]/2,

which satisfy a² + b² = 1 and ab = t/U. For |2t| < U the two orbitals are different mirror images, so the up and down densities lean to opposite sites.

In the second half of the proof of `uhfEnergy_eq`, which gives the lower bound, `h1` is the energy with the simplified hopping term and `h2` rewrites the double occupancy. The final `nlinarith` receives the three squares of the bound as hints.

## Differentiation and the crossing

The exact formula holds for every hopping, so the chain rule gives

dE_exact/dt = -½ · 32t/(2R) = -8t/R.

The Hartree-Fock formula holds only for |2t| ≤ U. The proof of `hasDerivAt_uhfEnergy` uses it in a whole neighbourhood of t and therefore assumes the strict inequality |2t| < U. (At |2t| = U the derivative has the same form, because the energy beyond that point, U/2 - 2|t|, joins with equal slope; the file does not prove this.) The set of hoppings s with |2s| < U is open, and `congr_of_eventuallyEq` transfers the derivative of the formula to the true minimum:

dE_UHF/dt = -4t/U.

The bond orders are thus 2t/U for Hartree-Fock and 4t/R for the exact state. With x now standing for 4t/√3, so that 3x² = 16t², their difference is

2t/U - 4t/R = 2t(R - 2U)/(UR)
= 2t(R² - 4U²)/[UR(R + 2U)]
= 2t(16t² - 3U²)/[UR(R + 2U)]
= K(x - U),

K = 6t(x + U)/[UR(R + 2U)].

For t > 0 and U > 2t every factor of K is positive, so the error has the sign of 4t/√3 - U. This is `bondOrder_error`, which replaces the two square-root expressions by the letters R and x and checks the fraction identity after clearing denominators. The equivalence, the equality case and the reversed order follow by cancelling K. Finally, √3 < 2 gives 2t < 4t/√3, so the overestimate does occur within the range U > 2t of the theorem, up to about U = 2.31t.

At the crossing R = 2U, and both bond orders equal √3/2. The energies still differ there: about -0.87t for Hartree-Fock and -1.15t for the exact state. In this two-site model, then, a correct bond order from a mean-field calculation is no sign of a correct energy.

## Negative hopping and zero repulsion

Without a condition on the sign of t the equivalence fails. Take t = -1 and U = 3, which satisfies U > 2t. The bond orders are -2/3 for Hartree-Fock and -4/5 for the exact state, so the Hartree-Fock value is larger, yet U < 4t/√3 is false because the right-hand side is negative.

If the condition U > 2t is removed altogether, t = 1 and U = 0 is a counter-example. Without repulsion both energies are -2t for t > 0 and both bond orders are 1, although 0 < 4/√3. This example shows only that U = 0 has to be excluded, which is less than the theorem assumes. For t > 0 and 0 < U ≤ 2t the equivalence still holds, though the file does not prove it: the Hartree-Fock energy is U/2 - 2t, its bond order is 1, and the exact value 4t/R is smaller.
